# Bare Hellmann–Feynman forces fail for a Gaussian tied to one of two separated harmonic centres

## Why is there a net force with no external field?

To get the force on a nucleus at $A$, I have to decide whether the electron's orbital stays put or travels along when I displace the nucleus. In an atom-centred basis it travels. My toy system has one electron, bound by harmonic wells to nuclei at $A$ and $B$, in a Gaussian centred on $A$. Averaging $-\partial H/\partial A$ gives no force on $A$, but the same recipe gives a force on $B$. Nothing external acts on the pair, so where does the net force come from?

## The force carried by the moving orbital

It comes from leaving out the energy change due to the orbital's own motion. To see this, give the orbital an independent centre $C$, and set $C=A$ only at the end. With $\hbar=m=1$ and unit spring constants,

$$H=-\tfrac12\frac{d^2}{dx^2}+\tfrac12(x-A)^2+\tfrac12(x-B)^2,\qquad \varphi(x)=e^{-a(x-C)^2},\quad a>0.$$

Write $u=x-C$. Then $\varphi'=-2au\,\varphi$ and $\varphi''=(4a^2u^2-2a)\varphi$. Since $x-A=u+(C-A)$, and likewise for $B$,

$$H\varphi=\Big[a+\tfrac12\big((C-A)^2+(C-B)^2\big)+(2C-A-B)\,u+(1-2a^2)\,u^2\Big]\varphi .$$

Averages are taken over $\varphi^2=e^{-2au^2}$, divided by its integral. Odd powers of $u$ average to zero. Integrating $\frac{d}{du}\big(u\,e^{-2au^2}\big)=(1-4au^2)e^{-2au^2}$ over the line gives $\langle u^2\rangle=1/(4a)$. Hence

$$E=\frac a2+\frac1{4a}+\frac{(C-A)^2+(C-B)^2}{2}.$$

The bare forces are $F_A=\langle x-A\rangle=C-A$ and $F_B=\langle x-B\rangle=C-B$. With $C$ held fixed, $-\partial E/\partial A=C-A=F_A$, so the bare recipe is right.

Now let the orbital follow $A$. The energy becomes $E=\frac a2+\frac1{4a}+\frac12(A-B)^2$, so $-dE/dA=B-A$. But $F_A=0$ and $F_B=A-B$: the bare forces sum to $A-B$, which is your net force.

The missing part is the Pulay force. Differentiating the normalized energy and using the symmetry of $H$ gives

$$F_{\rm P}=-2\,\frac{\langle\partial_A\varphi,(H-E)\varphi\rangle}{\langle\varphi,\varphi\rangle}.$$

Here $\partial_A\varphi=2au\,\varphi$, and only the linear term of $(H-E)\varphi$ survives the average. Therefore $F_{\rm P}=-2\cdot2a(A-B)\cdot\frac1{4a}=B-A$, exactly the missing force on $A$.

The Lean file contains this calculation, including the fixed-orbital case and the correction.

```lean
import Mathlib

open MeasureTheory

namespace PulayForce

noncomputable section

/-- The unnormalized Gaussian orbital `exp(-a (x - C)²)` centred at `C`. -/
def orbital (a C x : ℝ) : ℝ := Real.exp (-a * (x - C) ^ 2)

/-- The Hamiltonian `-(1/2) d²/dx² + (x - A)²/2 + (x - B)²/2` of a particle bound
harmonically to nuclei at `A` and `B`, acting on a real wavefunction `f`. -/
def hamiltonian (A B : ℝ) (f : ℝ → ℝ) (x : ℝ) : ℝ :=
  -(1 / 2) * deriv (deriv f) x + ((x - A) ^ 2 / 2 + (x - B) ^ 2 / 2) * f x

/-- The normalized expectation value of an operator `O` in a real, square-integrable
wavefunction `f` of nonzero norm. -/
def expectation (O : (ℝ → ℝ) → ℝ → ℝ) (f : ℝ → ℝ) : ℝ :=
  (∫ x, f x * O f x) / ∫ x, f x ^ 2

/-- The energy of the orbital centred at `C` for nuclei at `A` and `B`, for `a > 0`. -/
def energy (a C A B : ℝ) : ℝ := expectation (hamiltonian A B) (orbital a C)

/-- The bare Hellmann-Feynman force on nucleus `A`: the expectation value of `-∂H/∂A`
in the orbital centred at `C`, for `a > 0`. -/
def bareForceA (a C A B : ℝ) : ℝ :=
  expectation (fun f x => -deriv (fun A' => hamiltonian A' B f x) A) (orbital a C)

/-- The bare Hellmann-Feynman force on nucleus `B`: the expectation value of `-∂H/∂B`
in the orbital centred at `C`, for `a > 0`. -/
def bareForceB (a C A B : ℝ) : ℝ :=
  expectation (fun f x => -deriv (fun B' => hamiltonian A B' f x) B) (orbital a C)

/-- The Pulay force `-2 ⟨∂φ/∂A, (H - E) φ⟩ / ⟨φ, φ⟩` for the orbital `φ` that is
centred on nucleus `A`, for `a > 0`. -/
def pulayForce (a A B : ℝ) : ℝ :=
  -2 * ((∫ x, deriv (fun A' => orbital a A' x) A *
    (hamiltonian A B (orbital a A) x - energy a A A B * orbital a A x)) /
      ∫ x, orbital a A x ^ 2)

/-- The derivative of the squared displacement `(y - c)²` is `2 (y - c)`. -/
theorem hasDerivAt_sq_sub (c x : ℝ) :
    HasDerivAt (fun y : ℝ => (y - c) ^ 2) (2 * (x - c)) x :=
  (((hasDerivAt_id' x).sub_const c).fun_pow 2).congr_deriv (by norm_num)

/-- The slope of the Gaussian orbital is `-2a (x - C)` times the orbital. -/
theorem orbital_hasDerivAt (a C x : ℝ) :
    HasDerivAt (orbital a C) (-2 * a * (x - C) * orbital a C x) x := by
  have h := ((hasDerivAt_sq_sub C x).const_mul (-a)).exp
  exact h.congr_deriv (by simp only [orbital]; ring)

/-- The Hamiltonian multiplies the Gaussian orbital by a quadratic polynomial in `x`. -/
theorem hamiltonian_orbital (a C A B x : ℝ) :
    hamiltonian A B (orbital a C) x =
      (a - 2 * a ^ 2 * (x - C) ^ 2 + (x - A) ^ 2 / 2 + (x - B) ^ 2 / 2) *
        orbital a C x := by
  have e : deriv (orbital a C) = fun y => -2 * a * (y - C) * orbital a C y :=
    funext fun y => (orbital_hasDerivAt a C y).deriv
  have h1 : HasDerivAt (fun y : ℝ => -2 * a * (y - C)) (-2 * a) x :=
    (((hasDerivAt_id' x).sub_const C).const_mul (-2 * a)).congr_deriv (by ring)
  unfold hamiltonian
  rw [e, (h1.fun_mul (orbital_hasDerivAt a C x)).deriv]
  ring

/-- For `a > 0`, the average of a cubic polynomial in `x - C` over the density of the
orbital is `c₀ + c₂/(4a)`. -/
theorem gaussian_average {a : ℝ} (ha : 0 < a) (C c₀ c₁ c₂ c₃ : ℝ) {g : ℝ → ℝ}
    (hg : ∀ x, g x = (c₀ + c₁ * (x - C) + c₂ * (x - C) ^ 2 + c₃ * (x - C) ^ 3) *
      orbital a C x ^ 2) :
    (∫ x, g x) / (∫ x, orbital a C x ^ 2) = c₀ + c₂ / (4 * a) := by
  -- the density is again a Gaussian, with doubled exponent
  have hsq : ∀ x, orbital a C x ^ 2 = orbital (2 * a) C x := by
    intro x
    unfold orbital
    rw [← Real.exp_nat_mul]
    congr 1
    push_cast
    ring
  simp only [hg, hsq]
  have hint : ∀ n : ℕ, Integrable (fun x : ℝ => (x - C) ^ n * orbital (2 * a) C x) := by
    intro n
    have hn : (-1 : ℝ) < (n : ℝ) := by
      have : (0 : ℝ) ≤ (n : ℝ) := Nat.cast_nonneg n
      linarith
    have h := (integrable_rpow_mul_exp_neg_mul_sq
      (b := 2 * a) (by positivity) hn).comp_sub_right C
    refine h.congr (Filter.Eventually.of_forall fun x => ?_)
    simp only [Real.rpow_natCast, orbital]
  have hpoly : ∀ d₀ d₁ d₂ d₃ : ℝ, Integrable (fun x : ℝ =>
      (d₀ + d₁ * (x - C) + d₂ * (x - C) ^ 2 + d₃ * (x - C) ^ 3) *
        orbital (2 * a) C x) := by
    intro d₀ d₁ d₂ d₃
    refine ((((hint 0).const_mul d₀).add ((hint 1).const_mul d₁)).add
      (((hint 2).const_mul d₂).add ((hint 3).const_mul d₃))).congr
        (Filter.Eventually.of_forall fun x => ?_)
    simp only [Pi.add_apply]
    ring
  have hG : Integrable (fun x : ℝ => orbital (2 * a) C x) := by
    simpa using hint 0
  have hZ : 0 < ∫ x, orbital (2 * a) C x := by
    have e : ∫ x, orbital (2 * a) C x = √(Real.pi / (2 * a)) :=
      (integral_sub_right_eq_self (fun x : ℝ => Real.exp (-(2 * a) * x ^ 2)) C).trans
        (integral_gaussian _)
    rw [e]
    positivity
  -- total derivatives integrate to zero
  have key : ∀ α β γ : ℝ, ∫ x, (β + (2 * γ - 4 * a * α) * (x - C) +
      (-4 * a * β) * (x - C) ^ 2 + (-4 * a * γ) * (x - C) ^ 3) *
        orbital (2 * a) C x = 0 := by
    intro α β γ
    refine integral_eq_zero_of_hasDerivAt_of_integrable
      (f := fun x => (α + β * (x - C) + γ * (x - C) ^ 2) * orbital (2 * a) C x)
      (fun x => ?_) (hpoly _ _ _ _) (by simpa using hpoly α β γ 0)
    have hq := ((((hasDerivAt_id' x).sub_const C).const_mul β).const_add α).fun_add
      ((hasDerivAt_sq_sub C x).const_mul γ)
    exact (hq.fun_mul (orbital_hasDerivAt (2 * a) C x)).congr_deriv (by ring)
  rw [div_eq_iff hZ.ne', ← integral_const_mul, ← sub_eq_zero,
    ← integral_sub (hpoly _ _ _ _) (hG.const_mul _)]
  refine Eq.trans (integral_congr_ae (Filter.Eventually.of_forall fun x => ?_))
    (key ((2 * (-c₃ / (4 * a)) - c₁) / (4 * a)) (-c₂ / (4 * a)) (-c₃ / (4 * a)))
  beta_reduce
  field_simp
  ring

/-- For `a > 0`, the energy of the orbital centred at `C` is
`a/2 + 1/(4a) + ((C - A)² + (C - B)²)/2`. -/
theorem energy_eq {a : ℝ} (ha : 0 < a) (C A B : ℝ) :
    energy a C A B = a / 2 + 1 / (4 * a) + ((C - A) ^ 2 + (C - B) ^ 2) / 2 := by
  unfold energy expectation
  rw [gaussian_average ha C (a + ((C - A) ^ 2 + (C - B) ^ 2) / 2)
    ((C - A) + (C - B)) (1 - 2 * a ^ 2) 0
    (fun x => by rw [hamiltonian_orbital]; ring)]
  field_simp
  ring

/-- For `a > 0`, the bare forces on the nuclei `A` and `B` in the orbital centred at `C`
are `C - A` and `C - B`. -/
theorem bareForce_eq {a : ℝ} (ha : 0 < a) (C A B : ℝ) :
    bareForceA a C A B = C - A ∧ bareForceB a C A B = C - B := by
  -- the parameter derivative of the Hamiltonian is minus the spring force
  have hd : ∀ P Q x : ℝ, deriv (fun P' => hamiltonian P' Q (orbital a C) x) P =
      -((x - P) * orbital a C x) := by
    intro P Q x
    have e : (fun P' => hamiltonian P' Q (orbital a C) x) = fun P' =>
        hamiltonian x Q (orbital a C) x + (P' - x) ^ 2 * (orbital a C x / 2) := by
      funext P'
      unfold hamiltonian
      ring
    rw [e, (((hasDerivAt_sq_sub x P).mul_const (orbital a C x / 2)).const_add _).deriv]
    ring
  have hd' : ∀ x : ℝ, deriv (fun B' => hamiltonian A B' (orbital a C) x) B =
      -((x - B) * orbital a C x) := by
    intro x
    rw [← hd B A x]
    congr 1
    funext B'
    unfold hamiltonian
    ring
  constructor
  · unfold bareForceA expectation
    rw [gaussian_average ha C (C - A) 1 0 0 (fun x => by beta_reduce; rw [hd]; ring)]
    ring
  · unfold bareForceB expectation
    rw [gaussian_average ha C (C - B) 1 0 0 (fun x => by beta_reduce; rw [hd']; ring)]
    ring

/-- For `a > 0` and an orbital whose centre `C` stays fixed as nucleus `A` moves, the bare
force on `A` is minus the derivative of the energy. -/
theorem hellmann_feynman_fixed_orbital {a : ℝ} (ha : 0 < a) (C A B : ℝ) :
    HasDerivAt (fun A' => energy a C A' B) (-bareForceA a C A B) A := by
  have e : (fun A' => energy a C A' B) = fun A' =>
      (a / 2 + 1 / (4 * a) + (C - B) ^ 2 / 2) + (A' - C) ^ 2 / 2 := by
    funext A'
    rw [energy_eq ha]
    ring
  rw [e, (bareForce_eq ha C A B).1]
  exact (((hasDerivAt_sq_sub C A).div_const 2).const_add _).congr_deriv (by ring)

/-- For `a > 0` and an orbital that follows nucleus `A`, the energy is
`a/2 + 1/(4a) + (A - B)²/2` and `-dE/dA = B - A`, whereas the bare force on `A` is zero.
The bare forces on `A` and `B` sum to `A - B`, which is nonzero for `A ≠ B`. -/
theorem bare_hellmann_feynman_fails {a : ℝ} (ha : 0 < a) (A B : ℝ) :
    energy a A A B = a / 2 + 1 / (4 * a) + (A - B) ^ 2 / 2 ∧
    HasDerivAt (fun A' => energy a A' A' B) (-(B - A)) A ∧
    bareForceA a A A B = 0 ∧
    bareForceA a A A B + bareForceB a A A B = A - B ∧
    (A ≠ B → bareForceA a A A B + bareForceB a A A B ≠ 0) := by
  have hE : ∀ A', energy a A' A' B = a / 2 + 1 / (4 * a) + (A' - B) ^ 2 / 2 := by
    intro A'
    rw [energy_eq ha]
    ring
  obtain ⟨hA, hB⟩ := bareForce_eq ha A A B
  have hsum : bareForceA a A A B + bareForceB a A A B = A - B := by
    rw [hA, hB]
    ring
  refine ⟨hE A, ?_, by rw [hA, sub_self], hsum, fun h => ?_⟩
  · rw [funext hE]
    exact (((hasDerivAt_sq_sub B A).div_const 2).const_add _).congr_deriv (by ring)
  · rw [hsum]
    exact sub_ne_zero.mpr h

/-- For `a > 0` and an orbital that follows nucleus `A`, the bare force on `A` plus the
Pulay force is minus the derivative of the energy. -/
theorem bare_add_pulay {a : ℝ} (ha : 0 < a) (A B : ℝ) :
    HasDerivAt (fun A' => energy a A' A' B)
      (-(bareForceA a A A B + pulayForce a A B)) A := by
  -- the response of the orbital to a displacement of its centre
  have hφ : ∀ x, deriv (fun A' => orbital a A' x) A =
      2 * a * (x - A) * orbital a A x := by
    intro x
    have hc : ∀ A', orbital a A' x = orbital a x A' := by
      intro A'
      unfold orbital
      congr 1
      ring
    rw [funext hc, (orbital_hasDerivAt a x A).deriv, hc A]
    ring
  have hP : pulayForce a A B = B - A := by
    unfold pulayForce
    rw [gaussian_average ha A 0
      (2 * a * (a + (A - B) ^ 2 / 2 - energy a A A B)) (2 * a * (A - B))
      (2 * a * (1 - 2 * a ^ 2))
      (fun x => by rw [hφ, hamiltonian_orbital]; ring)]
    field_simp
    ring
  obtain ⟨-, hE, hA, -, -⟩ := bare_hellmann_feynman_fails ha A B
  rw [hA, hP, zero_add]
  exact hE

end

end PulayForce
```

```lean
#print axioms PulayForce.hellmann_feynman_fixed_orbital
#print axioms PulayForce.bare_hellmann_feynman_fails
#print axioms PulayForce.bare_add_pulay
```

```
'PulayForce.hellmann_feynman_fixed_orbital' depends on axioms: [propext, Classical.choice, Quot.sound]
'PulayForce.bare_hellmann_feynman_fails' depends on axioms: [propext, Classical.choice, Quot.sound]
'PulayForce.bare_add_pulay' depends on axioms: [propext, Classical.choice, Quot.sound]
```

### Which objects move in the Lean statements

`hamiltonian A B` acts on real functions through a second derivative and multiplication by the potential. `expectation` divides by $\int f^2$, so the unnormalized `orbital` still gives normalized energies and forces. The condition `0 < a` says that the orbital decays and can be normalized.

The arguments of `energy a C A B` are the width parameter, the orbital centre and the two nuclei. The name means the expectation value in the chosen orbital, not the ground-state energy. In `bareForceA` the derivative acts on the Hamiltonian's parameter while the wavefunction `f` is held fixed; $x-A$ is computed from this, not assumed.

The difference between the two physical situations is visible in the functions being differentiated:

- `fun A' => energy a C A' B` moves the nucleus alone. `hellmann_feynman_fixed_orbital` says that its derivative is minus the bare force.
- `fun A' => energy a A' A' B` moves nucleus and orbital together. `bare_hellmann_feynman_fails` gives its derivative as `-(B - A)`, together with the energy, the zero bare force on $A$, and the sum $A-B$, nonzero when $A\ne B$.

`HasDerivAt` says that the function is differentiable at the given point with the given derivative. Finally, `bare_add_pulay` says that the bare force plus `pulayForce` is minus the derivative for the moving orbital.

The model has one electron in one dimension, a single basis function of fixed width, and no repulsion between the nuclei. The step left open is from this Gaussian in harmonic wells to Coulomb nuclei and a basis with optimised coefficients. Within its one-electron, one-function limits, the example shows the kind of error that Pulay terms remove from forces in geometry optimisation and Born–Oppenheimer dynamics with atom-centred bases.

### From the Gaussian average to the forces

`orbital_hasDerivAt` and `hamiltonian_orbital` are the differentiations above. The main lemma is `gaussian_average`: a cubic $c_0+c_1u+c_2u^2+c_3u^3$ averages to $c_0+c_2/(4a)$. It first establishes integrability and a positive norm. Its step `key` then says that the derivative of $(\alpha+\beta u+\gamma u^2)e^{-2au^2}$ integrates to zero. A suitable choice of $\alpha,\beta,\gamma$ turns the cubic minus its claimed average into such a derivative, which handles the odd terms and $\langle u^2\rangle$ together.

`energy_eq` supplies the coefficients of $H\varphi$. `bareForce_eq` differentiates the Hamiltonian in each nuclear position, then averages a linear polynomial. The two energy-derivative theorems rewrite the energy as a constant plus half a square and differentiate it with `hasDerivAt_sq_sub`. For the Pulay term, `bare_add_pulay` uses the symmetry of the Gaussian in $x$ and its centre to obtain $\partial_A\varphi$, then applies the cubic average once more.

### Coincident nuclei and a midpoint orbital

With the orbital centred on $A$, every force vanishes at $A=B$, and the bare recipe gives the right answer there. For $A\neq B$ the error $B-A$ does not depend on $a$, so adjusting the width cannot remove it.

The same formulas also treat an orbital kept at the midpoint, $C=(A+B)/2$. The bare forces are then $(B-A)/2$ and $(A-B)/2$, which cancel. The energy is $\frac a2+\frac1{4a}+\frac14(A-B)^2$, whose derivatives in $A$ and $B$ are minus these forces. The orbital still moves with the nuclei, but its energy is stationary in $C$, so its motion contributes no force.
